# A Corrected Third-Order Energy with Quadratic Error in the Sternheimer and Adjoint Solutions

## Two linear equations and two energies

Let $E$ be a real or complex inner product space, with $\langle u,v\rangle$ conjugate-linear in $u$ and linear in $v$. Let $A$ and $W$ be symmetric linear maps on $E$, meaning $\langle Au,v\rangle=\langle u,Av\rangle$ for all $u,v$, and likewise for $W$. Given a source vector $b$, suppose that $x$ and $y$ solve

$$Ax=-b,\qquad Ay=-Wx .$$

The first is the Sternheimer equation for the response $x$, and the second is its adjoint equation. For a trial response $X$ and a trial adjoint vector $Y$, define the plain and the corrected third-order energies

$$P(X)=\operatorname{Re}\langle X,WX\rangle,\qquad
C(X,Y)=P(X)+2\operatorname{Re}\langle Y,AX+b\rangle .$$

The exact value is $P(x)$. The errors of the trial vectors are $d=X-x$ and $f=Y-y$. In the real case the symbol $\operatorname{Re}$ does nothing.

## The equations for one perturbed state

Take a non-degenerate normalised eigenstate $\psi_0$ of $H_0$ with energy $\varepsilon_0$, and a perturbation $\lambda V$ with first-order energy $\varepsilon_1=\langle\psi_0,V\psi_0\rangle$. Let $E$ be the orthogonal complement of $\psi_0$ and $Q$ the projector onto it. On $E$, set

$$A=Q(H_0-\varepsilon_0)Q,\qquad W=Q(V-\varepsilon_1)Q,\qquad b=QV\psi_0 .$$

Scale the perturbed state $\psi(\lambda)$ so that $\langle\psi_0,\psi(\lambda)\rangle=1$. Then $x$ is the first-order change of the state, $P(x)$ is the coefficient of $\lambda^3$ in its energy, and $y$ is the second-order change of the state.

The projection matters for the adjoint equation. In the full space $(H_0-\varepsilon_0)y$ is always orthogonal to $\psi_0$, whereas $\langle\psi_0,(V-\varepsilon_1)x\rangle$ is the second-order energy, which is usually not zero.

For such a state, with $H_0$ and $V$ linear operators that do not depend on the state, the result says how an unconverged Sternheimer solution affects the third-order energy, and how a good approximate adjoint solution can reduce the damage. In self-consistent density functional perturbation theory $W$ would contain the induced potential and so depend on $x$; the formulas below hold for a fixed $W$.

## The plain energy has a linear error

Expand the inner product at $X=x+d$:

$$P(x+d)=\operatorname{Re}\langle x,Wx\rangle+\operatorname{Re}\langle x,Wd\rangle+\operatorname{Re}\langle d,Wx\rangle+\operatorname{Re}\langle d,Wd\rangle .$$

By symmetry $\langle x,Wd\rangle=\langle Wx,d\rangle$, which is the complex conjugate of $\langle d,Wx\rangle$, so the two cross terms have equal real parts. Hence

$$P(x+d)-P(x)=2\operatorname{Re}\langle d,Wx\rangle+\operatorname{Re}\langle d,Wd\rangle .$$

## The adjoint vector removes the linear term

The added term of $C$ expands as

$$\begin{aligned}
2\operatorname{Re}\langle y+f,Ax+b+Ad\rangle
={}&2\operatorname{Re}\langle y,Ax+b\rangle+2\operatorname{Re}\langle y,Ad\rangle\\
&+2\operatorname{Re}\langle f,Ax+b\rangle+2\operatorname{Re}\langle f,Ad\rangle .
\end{aligned}$$

Symmetry of $A$ gives $\operatorname{Re}\langle y,Ad\rangle=\operatorname{Re}\langle d,Ay\rangle$. Adding the expansion of $P$ and collecting terms by order, we find for any $x$ and $y$, whether or not they solve the equations,

$$\begin{aligned}
C(x+d,y+f)={}&C(x,y)+2\operatorname{Re}\langle d,Ay+Wx\rangle+2\operatorname{Re}\langle f,Ax+b\rangle\\
&+\operatorname{Re}\langle d,Wd\rangle+2\operatorname{Re}\langle f,Ad\rangle .
\end{aligned}$$

The linear terms contain exactly the residuals of the two equations. At the solutions both residuals vanish and $C(x,y)=P(x)$, so

$$C(x+d,y+f)-P(x)=\operatorname{Re}\langle d,Wd\rangle+2\operatorname{Re}\langle f,Ad\rangle .$$

This is an identity, with no higher-order remainder. The error is quadratic in $d$ and $f$ jointly, so it is of second order when both are small. If only $d$ is small, the error is in general still linear in $d$. With $Y=0$, that is $f=-y$, the second term becomes $-2\operatorname{Re}\langle d,Ay\rangle=2\operatorname{Re}\langle d,Wx\rangle$, and the plain error returns.

## Residuals, a bound and stationarity

The trial vectors have residuals $AX+b=Ad$ and $AY+WX=Af+Wd$. Since $\operatorname{Re}\langle d,Af\rangle=\operatorname{Re}\langle f,Ad\rangle$, the error can also be written as

$$C(X,Y)-P(x)=\operatorname{Re}\langle d,AY+WX\rangle+\operatorname{Re}\langle f,AX+b\rangle .$$

If $\|Av\|\le\alpha\|v\|$ and $\|Wv\|\le\omega\|v\|$ for all $v$, the Cauchy–Schwarz inequality gives

$$|C(X,Y)-P(x)|\le\omega\|d\|^2+2\alpha\|f\|\,\|d\| .$$

For stationarity, move along a line $(x+td,\,y+tf)$ with real $t$. The general expansion shows that the slope of $C$ at $t=0$ is

$$2\operatorname{Re}\langle d,Ay+Wx\rangle+2\operatorname{Re}\langle f,Ax+b\rangle .$$

If it vanishes in every direction, choose $d=0$, $f=Ax+b$ to get $2\|Ax+b\|^2=0$, and then $d=Ay+Wx$, $f=0$ to get $2\|Ay+Wx\|^2=0$. So $C$ is stationary at $(x,y)$ exactly when both equations hold. By the same reasoning $P$ is stationary at $x$ exactly when $Wx=0$; otherwise some direction $d$ gives a linear error.

## Non-commuting matrices that solve both equations

Take

$$A=\begin{pmatrix}1&0\\0&2\end{pmatrix},\quad
W=\begin{pmatrix}1&2\\2&0\end{pmatrix},\quad
b=\begin{pmatrix}-1\\0\end{pmatrix},\quad
x=\begin{pmatrix}1\\0\end{pmatrix},\quad
y=\begin{pmatrix}-1\\-1\end{pmatrix}.$$

Then $Ax=(1,0)=-b$ and $Ay=(-1,-2)=-Wx$, and the exact energy is $1$. With $d=f=(0.01,0)$ the plain energy is $1.0201$ and the corrected one is $1.0003$.

## Operators, vectors and hypotheses in Lean

The scalar field `𝕜` is $\mathbb R$ or $\mathbb C$, through `RCLike 𝕜`, and `E` is the inner product space. The operators have type `E →ₗ[𝕜] E`, and `IsSymmetric` is the symmetry condition above; it includes real symmetric and Hermitian matrices. The functions `thirdOrderEnergy W X` and `correctedEnergy A W b X Y` are $P(X)$ and $C(X,Y)$, both real numbers.

The main theorem, `corrected_error`, reads: if `A` and `W` are symmetric, `A x = -b` and `A y = -W x`, then for all `d` and `f` the corrected energy at `x + d` and `y + f`, minus the plain energy at `x`, equals $\operatorname{Re}\langle d,Wd\rangle+2\operatorname{Re}\langle f,Ad\rangle$.

The two equations are hypotheses, `hx` and `hy`. Solutions are given and not constructed, and `A` may be singular. No dimension is fixed, but the maps act on all of `E`, so an unbounded Hamiltonian fits only if `E` is a domain that it maps into itself. The constants `α` and `ω` are assumed only in `corrected_error_bound`; in finite dimension such constants always exist. How fast an iterative solver reduces `d` and `f` is a separate question.

In the stationarity theorems, `HasDerivAt (…) 0 0` says that the function of the real parameter `t` has derivative $0$ at $t=0$.

```lean
import Mathlib

open scoped InnerProductSpace

namespace SternheimerThirdOrder

noncomputable section

variable {𝕜 E : Type*} [RCLike 𝕜] [NormedAddCommGroup E] [InnerProductSpace 𝕜 E]

/-- The third-order energy `Re ⟨x, W x⟩` of a first-order response vector `x` for `W` the
perturbation minus its first-order energy. -/
def thirdOrderEnergy (W : E →ₗ[𝕜] E) (x : E) : ℝ := RCLike.re ⟪x, W x⟫_𝕜

/-- The corrected third-order energy: the plain value at the trial response `X`, plus twice the real
part of the overlap of the trial adjoint vector `Y` with the Sternheimer residual `A X + b`. -/
def correctedEnergy (A W : E →ₗ[𝕜] E) (b X Y : E) : ℝ :=
  thirdOrderEnergy W X + 2 * RCLike.re ⟪Y, A X + b⟫_𝕜

/-- The real part of a matrix element of a symmetric operator is unchanged when the two
vectors are exchanged. -/
theorem re_inner_swap {A : E →ₗ[𝕜] E} (hA : A.IsSymmetric) (u v : E) :
    RCLike.re ⟪u, A v⟫_𝕜 = RCLike.re ⟪v, A u⟫_𝕜 := by
  rw [← hA u v]
  exact inner_re_symm ..

/-- For symmetric `W`, an error `d` in the response vector changes the plain third-order
energy by a linear term `2 Re ⟨d, W x⟩` and a quadratic term `Re ⟨d, W d⟩`. -/
theorem plain_error {W : E →ₗ[𝕜] E} (hW : W.IsSymmetric) (x d : E) :
    thirdOrderEnergy W (x + d) - thirdOrderEnergy W x
      = 2 * RCLike.re ⟪d, W x⟫_𝕜 + RCLike.re ⟪d, W d⟫_𝕜 := by
  have h := re_inner_swap hW x d
  simp only [thirdOrderEnergy, map_add, inner_add_left, inner_add_right]
  linarith

/-- For symmetric `A` and `W`, the corrected energy expanded about any pair `(x, y)` has
linear terms given by the residuals `A y + W x` and `A x + b`. -/
theorem corrected_expansion {A W : E →ₗ[𝕜] E} (hA : A.IsSymmetric) (hW : W.IsSymmetric)
    (b x y d f : E) :
    correctedEnergy A W b (x + d) (y + f) = correctedEnergy A W b x y
      + (2 * RCLike.re ⟪d, A y + W x⟫_𝕜 + 2 * RCLike.re ⟪f, A x + b⟫_𝕜)
      + (RCLike.re ⟪d, W d⟫_𝕜 + 2 * RCLike.re ⟪f, A d⟫_𝕜) := by
  have h1 := re_inner_swap hW x d
  have h2 := re_inner_swap hA y d
  simp only [correctedEnergy, thirdOrderEnergy, map_add, inner_add_left, inner_add_right]
  linarith

/-- If `A` and `W` are symmetric, `A x = -b` and `A y = -W x`, then the corrected energy at
the trial vectors `x + d` and `y + f` differs from the exact third-order energy by
`Re ⟨d, W d⟩ + 2 Re ⟨f, A d⟩`, with no linear term. -/
theorem corrected_error {A W : E →ₗ[𝕜] E} (hA : A.IsSymmetric) (hW : W.IsSymmetric)
    {b x y : E} (hx : A x = -b) (hy : A y = -W x) (d f : E) :
    correctedEnergy A W b (x + d) (y + f) - thirdOrderEnergy W x
      = RCLike.re ⟪d, W d⟫_𝕜 + 2 * RCLike.re ⟪f, A d⟫_𝕜 := by
  -- both residuals vanish at the exact solutions
  have r1 : A x + b = 0 := by rw [hx, neg_add_cancel]
  have r2 : A y + W x = 0 := by rw [hy, neg_add_cancel]
  have h0 : correctedEnergy A W b x y = thirdOrderEnergy W x := by
    simp only [correctedEnergy, r1, inner_zero_right, map_zero, mul_zero, add_zero]
  rw [corrected_expansion hA hW, h0, r1, r2]
  simp only [inner_zero_right, map_zero, mul_zero, add_zero]
  ring

/-- If `A` and `W` are symmetric, `A x = -b` and `A y = -W x`, the error of the corrected energy is
the real part of `⟨d, A Y + W X⟩ + ⟨f, A X + b⟩`, where `X = x + d` and `Y = y + f`. -/
theorem corrected_error_residual {A W : E →ₗ[𝕜] E} (hA : A.IsSymmetric)
    (hW : W.IsSymmetric) {b x y : E} (hx : A x = -b) (hy : A y = -W x) (d f : E) :
    correctedEnergy A W b (x + d) (y + f) - thirdOrderEnergy W x
      = RCLike.re ⟪d, A (y + f) + W (x + d)⟫_𝕜 + RCLike.re ⟪f, A (x + d) + b⟫_𝕜 := by
  have r1 : A (x + d) + b = A d := by rw [map_add, hx]; abel
  have r2 : A (y + f) + W (x + d) = A f + W d := by rw [map_add, map_add, hy]; abel
  have h := re_inner_swap hA d f
  rw [corrected_error hA hW hx hy, r1, r2, inner_add_right, map_add]
  linarith

/-- If `A` and `W` are symmetric and bounded by the constants `α` and `ω`, and `A x = -b` and
`A y = -W x`, the error of the corrected energy is at most `ω ‖d‖² + 2 α ‖f‖ ‖d‖` in size. -/
theorem corrected_error_bound {A W : E →ₗ[𝕜] E} (hA : A.IsSymmetric) (hW : W.IsSymmetric)
    {b x y : E} (hx : A x = -b) (hy : A y = -W x) {α ω : ℝ}
    (hα : ∀ v, ‖A v‖ ≤ α * ‖v‖) (hω : ∀ v, ‖W v‖ ≤ ω * ‖v‖) (d f : E) :
    |correctedEnergy A W b (x + d) (y + f) - thirdOrderEnergy W x|
      ≤ ω * ‖d‖ ^ 2 + 2 * α * ‖f‖ * ‖d‖ := by
  -- Cauchy-Schwarz for each of the two quadratic terms
  have h1 : |RCLike.re ⟪d, W d⟫_𝕜| ≤ ‖d‖ * (ω * ‖d‖) :=
    (RCLike.abs_re_le_norm _).trans ((norm_inner_le_norm _ _).trans
      (mul_le_mul_of_nonneg_left (hω d) (norm_nonneg _)))
  have h2 : |RCLike.re ⟪f, A d⟫_𝕜| ≤ ‖f‖ * (α * ‖d‖) :=
    (RCLike.abs_re_le_norm _).trans ((norm_inner_le_norm _ _).trans
      (mul_le_mul_of_nonneg_left (hα d) (norm_nonneg _)))
  rw [corrected_error hA hW hx hy]
  rw [abs_le] at h1 h2 ⊢
  constructor <;> nlinarith [h1.1, h1.2, h2.1, h2.2]

/-- For symmetric `A` and `W`, the corrected energy is stationary at `(x, y)` along every
direction exactly when `A x = -b` and `A y = -W x`. -/
theorem corrected_stationary_iff {A W : E →ₗ[𝕜] E} (hA : A.IsSymmetric)
    (hW : W.IsSymmetric) (b x y : E) :
    (∀ d f : E, HasDerivAt
      (fun t : ℝ => correctedEnergy A W b (x + (t : 𝕜) • d) (y + (t : 𝕜) • f)) 0 0)
      ↔ A x = -b ∧ A y = -W x := by
  have quad : ∀ c l q : ℝ, HasDerivAt (fun t : ℝ => c + t * l + t ^ 2 * q) l 0 := by
    intro c l q
    have h1 : HasDerivAt (fun t : ℝ => t * l) l 0 :=
      ((hasDerivAt_id' (0 : ℝ)).mul_const l).congr_deriv (one_mul _)
    have h2 : HasDerivAt (fun t : ℝ => t ^ 2 * q) 0 0 :=
      ((hasDerivAt_pow 2 (0 : ℝ)).mul_const q).congr_deriv (by simp)
    exact ((h1.const_add c).fun_add h2).congr_deriv (add_zero _)
  -- the slope along (d, f) is twice the real part of the overlaps with the two residuals
  have key : ∀ d f : E, HasDerivAt
      (fun t : ℝ => correctedEnergy A W b (x + (t : 𝕜) • d) (y + (t : 𝕜) • f))
      (2 * RCLike.re ⟪d, A y + W x⟫_𝕜 + 2 * RCLike.re ⟪f, A x + b⟫_𝕜) 0 := by
    intro d f
    convert quad (correctedEnergy A W b x y) _
      (RCLike.re ⟪d, W d⟫_𝕜 + 2 * RCLike.re ⟪f, A d⟫_𝕜) using 1
    funext t
    rw [corrected_expansion hA hW]
    simp only [map_smul, inner_smul_left, inner_smul_right, RCLike.conj_ofReal,
      RCLike.re_ofReal_mul]
    ring
  constructor
  · intro h
    -- test the slope along the residuals themselves
    have h1 := (h 0 (A x + b)).unique (key 0 (A x + b))
    have h2 := (h (A y + W x) 0).unique (key (A y + W x) 0)
    rw [inner_zero_left, map_zero, inner_self_eq_norm_sq] at h1 h2
    have n1 : ‖A x + b‖ = 0 := (pow_eq_zero_iff two_ne_zero).mp (by linarith)
    have n2 : ‖A y + W x‖ = 0 := (pow_eq_zero_iff two_ne_zero).mp (by linarith)
    exact ⟨eq_neg_of_add_eq_zero_left (norm_eq_zero.mp n1),
      eq_neg_of_add_eq_zero_left (norm_eq_zero.mp n2)⟩
  · rintro ⟨hx, hy⟩ d f
    exact (key d f).congr_deriv (by rw [hx, hy]; simp)

/-- For symmetric `W`, the plain third-order energy is stationary at `x` along every
direction exactly when `W x = 0`. -/
theorem plain_stationary_iff {W : E →ₗ[𝕜] E} (hW : W.IsSymmetric) (x : E) :
    (∀ d : E, HasDerivAt (fun t : ℝ => thirdOrderEnergy W (x + (t : 𝕜) • d)) 0 0)
      ↔ W x = 0 := by
  have h := corrected_stationary_iff (A := (0 : E →ₗ[𝕜] E)) (fun _ _ => by simp) hW 0 x 0
  simpa [correctedEnergy] using h

/-- The real symmetric matrices `A = diag(1, 2)` and `W = (1 2; 2 0)` with `b = (-1, 0)`,
`x = (1, 0)` and `y = (-1, -1)` satisfy `A x = -b` and `A y = -W x`. -/
theorem corrected_error_witness :
    let A := Matrix.toEuclideanLin (!![1, 0; 0, 2] : Matrix (Fin 2) (Fin 2) ℝ)
    let W := Matrix.toEuclideanLin (!![1, 2; 2, 0] : Matrix (Fin 2) (Fin 2) ℝ)
    A.IsSymmetric ∧ W.IsSymmetric ∧ A !₂[1, 0] = -!₂[-1, 0] ∧
      A !₂[-1, -1] = -W !₂[1, 0] := by
  intro A W
  refine ⟨Matrix.isSymmetric_toEuclideanLin_iff.mpr (Matrix.IsHermitian.ext fun i j => ?_),
    Matrix.isSymmetric_toEuclideanLin_iff.mpr (Matrix.IsHermitian.ext fun i j => ?_), ?_, ?_⟩
  · fin_cases i <;> fin_cases j <;> simp
  · fin_cases i <;> fin_cases j <;> simp
  · ext i
    fin_cases i <;> simp [A, Matrix.toLpLin_apply]
  · ext i
    fin_cases i <;> simp [A, W, Matrix.toLpLin_apply]

end

end SternheimerThirdOrder
```

```lean
#print axioms SternheimerThirdOrder.corrected_error
-- 'SternheimerThirdOrder.corrected_error' depends on axioms: [propext, Classical.choice, Quot.sound]
#print axioms SternheimerThirdOrder.corrected_error_residual
-- 'SternheimerThirdOrder.corrected_error_residual' depends on axioms: [propext, Classical.choice, Quot.sound]
#print axioms SternheimerThirdOrder.corrected_error_bound
-- 'SternheimerThirdOrder.corrected_error_bound' depends on axioms: [propext, Classical.choice, Quot.sound]
#print axioms SternheimerThirdOrder.plain_stationary_iff
-- 'SternheimerThirdOrder.plain_stationary_iff' depends on axioms: [propext, Classical.choice, Quot.sound]
```

## Expansions by symmetry and linear arithmetic

The lemma `re_inner_swap` is the one use of symmetry in the derivation: $\operatorname{Re}\langle u,Av\rangle=\operatorname{Re}\langle v,Au\rangle$. It moves the operator to the other vector and then exchanges the two entries of the inner product, which leaves the real part unchanged.

In `plain_error`, `simp only` multiplies out the inner products, and `linarith` combines the two cross terms using the swap lemma. The proof of `corrected_expansion` has the same shape with two swaps, `h1` for $W$ and `h2` for $A$. It assumes neither linear equation, which is why it can serve both the error formula and the stationarity theorem.

In `corrected_error`, `r1` and `r2` state that the residuals vanish, and `h0` that $C(x,y)=P(x)$. Substituting them into the expansion leaves the quadratic terms. In `corrected_error_residual`, `r1` and `r2` instead compute the residuals of the trial vectors, $Ad$ and $Af+Wd$, and one more swap matches the two forms of the error.

For `corrected_error_bound`, `h1` and `h2` bound the two quadratic terms separately. Each chains three inequalities: a real part is at most the modulus, Cauchy–Schwarz, and the assumed operator bound. After `abs_le` has split the absolute value into two inequalities, `nlinarith` adds the estimates.

## Slopes tested along the residuals

Inside `corrected_stationary_iff`, `quad` is the calculus step: $c+tl+t^2q$ has derivative $l$ at $t=0$. The step `key` brings the corrected energy along a line into this form, using `corrected_expansion` with $td$ and $tf$ as the errors, and reads off the slope.

For the forward direction, `unique` says that a function has only one derivative at a point, so the assumed slope $0$ equals the computed one. Applied along the residuals, as in the derivation, this gives `n1` and `n2`, the vanishing of their norms. The reverse direction inserts the two equations into `key`.

The theorem `plain_stationary_iff` follows by setting $A=0$, $b=0$ and $y=0$. The corrected energy is then the plain one, the Sternheimer equation is trivial, and the adjoint equation becomes $Wx=0$.

Finally, `corrected_error_witness` checks the $2\times2$ example. Symmetry is verified entry by entry and the two equations component by component, so the hypotheses of `corrected_error` are satisfied in a case where $Wx\neq0$.
